# Discarding pair natural orbitals of zero occupation leaves the pair amplitudes that define them unchanged

If a virtual orbital could have zero occupation and still carry amplitude, deleting it would change the correlated wavefunction while the occupation numbers gave no warning. The formula for the pair density does not obviously forbid this. For one pair of occupied orbitals in a closed-shell molecule, let T be the real square matrix of amplitudes over orthonormal virtual spatial orbitals. The density is built as

W = 2T − Tᵀ

D = WᵀT + WTᵀ

and multiplying it out gives terms with minus signs, which might cancel the positive ones. I believe that D is nevertheless positive semidefinite, that Dx = 0 holds exactly when Tx = 0 and Tᵀx = 0, and that dropping natural orbitals of zero occupation is therefore exact. Can someone show me a full proof, with a version that a proof assistant has checked?

## Three squared lengths, and no cancellation

Yes. Start by multiplying out the density:

D = 2TᵀT + 2TTᵀ − TT − TᵀTᵀ

The terms with minus signs belong to a square, because

(T − Tᵀ)ᵀ(T − Tᵀ) = TᵀT + TTᵀ − TT − TᵀTᵀ

Subtracting this from D leaves TᵀT + TTᵀ, so

D = TᵀT + TTᵀ + (T − Tᵀ)ᵀ(T − Tᵀ)

For any real vector x this gives

x·Dx = |Tx|² + |Tᵀx|² + |Tx − Tᵀx|² ≥ 0

D is also symmetric, hence positive semidefinite. If Dx = 0, the three squares add up to zero, so each vanishes, and Tx = 0 and Tᵀx = 0. Conversely, if both vanish, then Dx = WᵀTx + WTᵀx = 0.

## From occupations to the truncation error

The pair natural orbitals are the columns of an orthogonal matrix U with DU = U diag(occ), where occᵢ is the occupation of orbital i. The amplitudes in this basis are t = UᵀTU. Since UUᵀ = 1, products and transposes transform in the same way:

(UᵀAU)(UᵀBU) = UᵀABU and (UᵀAU)ᵀ = UᵀAᵀU

The density built from t is therefore UᵀDU = diag(occ). Its diagonal elements, read off from the sum of three squares, are

occᵢ = Σⱼ [tᵢⱼ² + tⱼᵢ² + (tᵢⱼ − tⱼᵢ)²]

Now keep a set s of orbitals. Let t′ equal t where both indices lie in s and zero elsewhere, and transform back to T′ = Ut′Uᵀ. Write ‖A‖² for the sum of the squared elements of A, which is tr(AᵀA). It is unchanged by the rotation:

‖UAUᵀ‖² = tr(UAᵀAUᵀ) = tr(AᵀA) = ‖A‖²

With A = t − t′, the squared error ‖T − T′‖² is the sum of the deleted tᵢⱼ². Every deleted amplitude has its first or its second index outside s, so

‖T − T′‖² ≤ Σ_{i∉s} Σⱼ (tᵢⱼ² + tⱼᵢ²) ≤ Σ_{i∉s} occᵢ

If all discarded occupations are zero, the error is zero and T′ = T. Conversely, if T′ = T, every deleted amplitude is zero. For i outside s, all tᵢⱼ and tⱼᵢ are among them, so occᵢ = 0.

The smallest nontrivial case has one virtual orbital and T = (t). Then W = (t) and the occupation is 2t². Discarding the orbital costs a squared error of t², within the bound 2t², and costs nothing exactly when t = 0.

## What the Lean theorems say

The type `n` labels a finite set of virtual orbitals. The occupied pair is fixed and does not appear, so the indices `i` and `j` are both virtual. `contra T` is W, `pairDensity T` is D, `amplitudesIn U T` is t, `truncate U s T` is T′ and `frobSq` is ‖·‖².

`pairDensity_posSemidef_and_kernel` states the first two claims for every real square `T`, with no further hypothesis. Mathlib's `PosSemidef` includes the symmetry of the matrix.

The truncation theorems work with an orthogonal `U`, expressed by `hU : Uᵀ * U = 1`. Where occupations enter, `hD` says that the columns of `U` are eigenvectors of the density with eigenvalues `occ`. `truncation_error_le` is the bound, with `sᶜ` the discarded orbitals, and `truncation_exact_iff` is the exactness statement in both directions. The set `s` is arbitrary and need not hold the largest occupations.

The natural orbitals are given as a hypothesis and not constructed; for a real symmetric D the spectral theorem supplies them. `naturalOrbitals_witness` exhibits a concrete two-orbital case with occupations 1250 and 0, whose amplitudes are chosen for round numbers and not for physical size.

D carries no normalisation factor here. A convention that multiplies it by a positive constant c multiplies the occupations by c, so their sum has to be divided by c in the error bound. The null vectors stay the same.

Local correlation methods that use pair natural orbitals commonly truncate them by occupation. For a single pair in a finite, real, orthonormal virtual basis, these theorems bound the error made by deleting the amplitudes of the discarded orbitals; they do not state a bound for the energy. They concern the same T from which D was built. If the orbitals come from approximate amplitudes and are then used for a better wavefunction, zero occupation in the first does not settle what the second would lose.

```lean
import Mathlib

open Matrix

namespace PairNaturalOrbitals

noncomputable section

variable {n : Type*} [Fintype n]

/-- The contravariant pair amplitudes `W = 2T - Tᵀ`. -/
def contra (T : Matrix n n ℝ) : Matrix n n ℝ := (2 : ℝ) • T - Tᵀ

/-- The pair density `D = Wᵀ T + W Tᵀ` of the pair amplitudes `T`. -/
def pairDensity (T : Matrix n n ℝ) : Matrix n n ℝ :=
  (contra T)ᵀ * T + contra T * Tᵀ

/-- The squared Frobenius norm, the sum of the squares of all matrix elements. -/
def frobSq (A : Matrix n n ℝ) : ℝ := ∑ i, ∑ j, A i j ^ 2

/-- For an orthogonal matrix `U`, the pair amplitudes in the orbital basis formed by its columns. -/
def amplitudesIn (U T : Matrix n n ℝ) : Matrix n n ℝ := Uᵀ * T * U

/-- The pair density is a sum of three Gram matrices, the last one built from the
antisymmetric part of the amplitudes. -/
theorem pairDensity_eq (T : Matrix n n ℝ) :
    pairDensity T = Tᵀ * T + T * Tᵀ + (T - Tᵀ)ᵀ * (T - Tᵀ) := by
  simp only [pairDensity, contra, two_smul, transpose_sub, transpose_add,
    transpose_transpose, Matrix.sub_mul, Matrix.add_mul, Matrix.mul_sub]
  abel

/-- For every real vector `x`, the quadratic form `x · D x` of the pair density `D` is the sum of
the squared lengths of `T x`, `Tᵀ x` and their difference. -/
theorem pairDensity_quadratic (T : Matrix n n ℝ) (x : n → ℝ) :
    x ⬝ᵥ pairDensity T *ᵥ x = (T *ᵥ x) ⬝ᵥ (T *ᵥ x) + (Tᵀ *ᵥ x) ⬝ᵥ (Tᵀ *ᵥ x)
      + (T *ᵥ x - Tᵀ *ᵥ x) ⬝ᵥ (T *ᵥ x - Tᵀ *ᵥ x) := by
  have h : ∀ A : Matrix n n ℝ, x ⬝ᵥ (Aᵀ * A) *ᵥ x = (A *ᵥ x) ⬝ᵥ (A *ᵥ x) := by
    intro A
    rw [← mulVec_mulVec, dotProduct_mulVec, vecMul_transpose]
  have h2 := h Tᵀ
  rw [transpose_transpose] at h2
  rw [pairDensity_eq, add_mulVec, add_mulVec, dotProduct_add, dotProduct_add,
    h T, h2, h (T - Tᵀ), sub_mulVec]

/-- The pair density is positive semidefinite, and it annihilates an orbital exactly when
both the amplitudes and their transpose do. -/
theorem pairDensity_posSemidef_and_kernel (T : Matrix n n ℝ) :
    (pairDensity T).PosSemidef ∧
      ∀ x : n → ℝ, pairDensity T *ᵥ x = 0 ↔ T *ᵥ x = 0 ∧ Tᵀ *ᵥ x = 0 := by
  constructor
  · have h : ∀ A : Matrix n n ℝ, (Aᵀ * A).PosSemidef := by
      intro A
      have hA := posSemidef_conjTranspose_mul_self A
      rwa [conjTranspose_eq_transpose_of_trivial] at hA
    have h2 := h Tᵀ
    rw [transpose_transpose] at h2
    rw [pairDensity_eq]
    exact ((h T).add h2).add (h (T - Tᵀ))
  · intro x
    constructor
    · intro h
      -- three nonnegative squares add up to zero
      have q := pairDensity_quadratic T x
      rw [h, dotProduct_zero] at q
      have p : ∀ v : n → ℝ, 0 ≤ v ⬝ᵥ v :=
        fun v => Finset.sum_nonneg fun i _ => mul_self_nonneg (v i)
      have p1 := p (T *ᵥ x)
      have p2 := p (Tᵀ *ᵥ x)
      have p3 := p (T *ᵥ x - Tᵀ *ᵥ x)
      exact ⟨dotProduct_self_eq_zero.1 (by linarith),
        dotProduct_self_eq_zero.1 (by linarith)⟩
    · rintro ⟨h1, h2⟩
      simp only [pairDensity, add_mulVec, ← mulVec_mulVec, h1, h2, mulVec_zero, add_zero]

variable [DecidableEq n]

/-- Truncation to the orbitals in `s`, for an orthogonal matrix `U`: amplitudes in the basis formed
by the columns of `U` with an index outside `s` are deleted, and the rest is transformed back. -/
def truncate (U : Matrix n n ℝ) (s : Finset n) (T : Matrix n n ℝ) : Matrix n n ℝ :=
  U * (Matrix.of fun i j => if i ∈ s ∧ j ∈ s then amplitudesIn U T i j else 0) * Uᵀ

/-- Under an orthogonal change of orbitals the pair density transforms like the amplitudes. -/
theorem pairDensity_rotate {U : Matrix n n ℝ} (hU : Uᵀ * U = 1) (T : Matrix n n ℝ) :
    pairDensity (amplitudesIn U T) = Uᵀ * pairDensity T * U := by
  have hU' : U * Uᵀ = 1 := mul_eq_one_comm.1 hU
  have key : ∀ A B : Matrix n n ℝ,
      (Uᵀ * A * U) * (Uᵀ * B * U) = Uᵀ * (A * B) * U := by
    intro A B
    calc (Uᵀ * A * U) * (Uᵀ * B * U) = Uᵀ * A * (U * Uᵀ) * B * U := by
          simp only [Matrix.mul_assoc]
      _ = Uᵀ * (A * B) * U := by
          rw [hU', Matrix.mul_one]
          simp only [Matrix.mul_assoc]
  have tr : ∀ A : Matrix n n ℝ, (Uᵀ * A * U)ᵀ = Uᵀ * Aᵀ * U := by
    intro A
    simp only [transpose_mul, transpose_transpose, Matrix.mul_assoc]
  have hW : contra (Uᵀ * T * U) = Uᵀ * contra T * U := by
    simp only [contra, tr, Matrix.mul_sub, Matrix.sub_mul, Matrix.mul_smul, Matrix.smul_mul]
  simp only [amplitudesIn, pairDensity, hW, tr, key, Matrix.mul_add, Matrix.add_mul]

/-- If the columns of the orthogonal matrix `U` are pair natural orbitals with occupations `occ`,
each occupation is a sum of squares of the amplitudes that involve its orbital and of the
differences between each such amplitude and its transpose. -/
theorem occupation_eq {U T : Matrix n n ℝ} {occ : n → ℝ} (hU : Uᵀ * U = 1)
    (hD : pairDensity T * U = U * diagonal occ) (i : n) :
    occ i = ∑ j, (amplitudesIn U T i j ^ 2 + amplitudesIn U T j i ^ 2
      + (amplitudesIn U T i j - amplitudesIn U T j i) ^ 2) := by
  have hdiag : ∀ S : Matrix n n ℝ, pairDensity S i i =
      ∑ j, (S i j ^ 2 + S j i ^ 2 + (S i j - S j i) ^ 2) := by
    intro S
    rw [pairDensity_eq]
    simp only [Matrix.add_apply, mul_apply, transpose_apply, Matrix.sub_apply,
      ← Finset.sum_add_distrib]
    exact Finset.sum_congr rfl fun j _ => by ring
  rw [← hdiag, pairDensity_rotate hU, Matrix.mul_assoc, hD, ← Matrix.mul_assoc, hU,
    Matrix.one_mul, diagonal_apply_eq]

/-- The squared Frobenius norm is unchanged by an orthogonal change of orbitals. -/
theorem frobSq_rotate {U : Matrix n n ℝ} (hU : Uᵀ * U = 1) (A : Matrix n n ℝ) :
    frobSq (U * A * Uᵀ) = frobSq A := by
  have h : ∀ B : Matrix n n ℝ, frobSq B = trace (Bᵀ * B) := by
    intro B
    simp only [frobSq, trace, diag_apply, mul_apply, transpose_apply, sq]
    exact Finset.sum_comm
  have e : (U * A * Uᵀ)ᵀ * (U * A * Uᵀ) = U * (Aᵀ * A) * Uᵀ := by
    calc (U * A * Uᵀ)ᵀ * (U * A * Uᵀ) = U * Aᵀ * (Uᵀ * U) * A * Uᵀ := by
          simp only [transpose_mul, transpose_transpose, Matrix.mul_assoc]
      _ = U * (Aᵀ * A) * Uᵀ := by
          rw [hU, Matrix.mul_one]
          simp only [Matrix.mul_assoc]
  rw [h (U * A * Uᵀ), h A, e, trace_mul_comm (U * (Aᵀ * A)) Uᵀ,
    ← Matrix.mul_assoc Uᵀ U, hU, Matrix.one_mul]

/-- In an orthonormal orbital basis the squared truncation error is the sum of the squares
of the deleted amplitudes. -/
theorem truncation_error_eq {U : Matrix n n ℝ} (hU : Uᵀ * U = 1) (s : Finset n)
    (T : Matrix n n ℝ) : frobSq (T - truncate U s T) =
      ∑ i, ∑ j, if i ∈ s ∧ j ∈ s then 0 else amplitudesIn U T i j ^ 2 := by
  have hU' : U * Uᵀ = 1 := mul_eq_one_comm.1 hU
  have hT : U * amplitudesIn U T * Uᵀ = T := by
    calc U * amplitudesIn U T * Uᵀ = (U * Uᵀ) * T * (U * Uᵀ) := by
          simp only [amplitudesIn, Matrix.mul_assoc]
      _ = T := by rw [hU', Matrix.one_mul, Matrix.mul_one]
  have hdiff : T - truncate U s T = U * (amplitudesIn U T - Matrix.of fun i j =>
      if i ∈ s ∧ j ∈ s then amplitudesIn U T i j else 0) * Uᵀ := by
    rw [Matrix.mul_sub, Matrix.sub_mul, hT, truncate]
  rw [hdiff, frobSq_rotate hU, frobSq]
  refine Finset.sum_congr rfl fun i _ => Finset.sum_congr rfl fun j _ => ?_
  simp only [Matrix.sub_apply, of_apply]
  split_ifs <;> simp

/-- For pair natural orbitals, the squared error of the truncated amplitudes is at most the
sum of the discarded occupations. -/
theorem truncation_error_le {U T : Matrix n n ℝ} {occ : n → ℝ} (hU : Uᵀ * U = 1)
    (hD : pairDensity T * U = U * diagonal occ) (s : Finset n) :
    frobSq (T - truncate U s T) ≤ ∑ i ∈ sᶜ, occ i := by
  have h0 : ∑ i ∈ s, (if i ∈ s then 0 else occ i) = 0 :=
    Finset.sum_eq_zero fun i hi => if_pos hi
  have h1 : ∑ i ∈ sᶜ, (if i ∈ s then 0 else occ i) = ∑ i ∈ sᶜ, occ i :=
    Finset.sum_congr rfl fun i hi => if_neg (Finset.mem_compl.1 hi)
  rw [truncation_error_eq hU]
  set t := amplitudesIn U T with ht
  -- a deleted amplitude has its first or its second index outside `s`
  calc ∑ i, ∑ j, (if i ∈ s ∧ j ∈ s then 0 else t i j ^ 2)
      ≤ ∑ i, ∑ j, ((if i ∈ s then 0 else t i j ^ 2) + (if j ∈ s then 0 else t i j ^ 2)) := by
        refine Finset.sum_le_sum fun i _ => Finset.sum_le_sum fun j _ => ?_
        by_cases hi : i ∈ s <;> by_cases hj : j ∈ s <;> simp [hi, hj, sq_nonneg]
    _ = ∑ i, ∑ j, ((if i ∈ s then 0 else t i j ^ 2) + (if i ∈ s then 0 else t j i ^ 2)) := by
        simp only [Finset.sum_add_distrib]
        congr 1
        exact Finset.sum_comm
    _ ≤ ∑ i, (if i ∈ s then 0 else occ i) := by
        refine Finset.sum_le_sum fun i _ => ?_
        by_cases hi : i ∈ s
        · simp [hi]
        · simp only [if_neg hi]
          rw [occupation_eq hU hD i]
          exact Finset.sum_le_sum fun j _ => by linarith [sq_nonneg (t i j - t j i)]
    _ = ∑ i ∈ sᶜ, occ i := by
        rw [← Finset.sum_add_sum_compl s, h0, h1, zero_add]

/-- Truncation in the basis of pair natural orbitals reproduces the amplitudes exactly if
and only if every discarded orbital has zero occupation. -/
theorem truncation_exact_iff {U T : Matrix n n ℝ} {occ : n → ℝ} (hU : Uᵀ * U = 1)
    (hD : pairDensity T * U = U * diagonal occ) (s : Finset n) :
    truncate U s T = T ↔ ∀ i, i ∉ s → occ i = 0 := by
  have hz : ∀ f : n → n → ℝ, (∀ i j, 0 ≤ f i j) → ∑ i, ∑ j, f i j = 0 →
      ∀ i j, f i j = 0 := by
    intro f hf h i j
    have h1 := (Finset.sum_eq_zero_iff_of_nonneg
      (fun i _ => Finset.sum_nonneg fun j _ => hf i j)).1 h i (Finset.mem_univ i)
    exact (Finset.sum_eq_zero_iff_of_nonneg (fun j _ => hf i j)).1 h1 j (Finset.mem_univ j)
  constructor
  · intro h i hi
    have e := truncation_error_eq hU s T
    have z : frobSq (0 : Matrix n n ℝ) = 0 := by simp [frobSq]
    rw [h, sub_self, z] at e
    have a := hz (fun i j => if i ∈ s ∧ j ∈ s then 0 else amplitudesIn U T i j ^ 2)
      (fun i j => by
        split_ifs
        · exact le_rfl
        · exact sq_nonneg _) e.symm
    have a1 : ∀ j, amplitudesIn U T i j = 0 := fun j => by simpa [hi] using a i j
    have a2 : ∀ j, amplitudesIn U T j i = 0 := fun j => by simpa [hi] using a j i
    rw [occupation_eq hU hD i]
    simp [a1, a2]
  · intro h
    have b := truncation_error_le hU hD s
    rw [Finset.sum_eq_zero (fun i hi => h i (Finset.mem_compl.1 hi))] at b
    have p : 0 ≤ frobSq (T - truncate U s T) :=
      Finset.sum_nonneg fun i _ => Finset.sum_nonneg fun j _ => sq_nonneg _
    ext i j
    have k : (T - truncate U s T) i j ^ 2 = 0 :=
      hz (fun i j => (T - truncate U s T) i j ^ 2) (fun i j => sq_nonneg _)
        (le_antisymm b p) i j
    have k2 := (pow_eq_zero_iff two_ne_zero).1 k
    rw [Matrix.sub_apply] at k2
    linarith

/-- A two-orbital pair whose natural orbitals are rotated against the original basis and
have occupations 1250 and 0. -/
theorem naturalOrbitals_witness :
    (!![3/5, -4/5; 4/5, 3/5] : Matrix (Fin 2) (Fin 2) ℝ)ᵀ * !![3/5, -4/5; 4/5, 3/5] = 1 ∧
    pairDensity !![9, 12; 12, 16] * !![3/5, -4/5; 4/5, 3/5] =
      !![3/5, -4/5; 4/5, 3/5] * diagonal ![1250, 0] := by
  constructor <;> ext i j <;> fin_cases i <;> fin_cases j <;>
    simp [pairDensity, contra, mul_apply, Fin.sum_univ_succ, diagonal_apply] <;> norm_num

end

end PairNaturalOrbitals
```

```lean
#print axioms PairNaturalOrbitals.pairDensity_posSemidef_and_kernel
#print axioms PairNaturalOrbitals.truncation_exact_iff
```

```
'PairNaturalOrbitals.pairDensity_posSemidef_and_kernel' depends on axioms: [propext, Classical.choice, Quot.sound]
'PairNaturalOrbitals.truncation_exact_iff' depends on axioms: [propext, Classical.choice, Quot.sound]
```

## How the Lean proof matches the algebra

`pairDensity_eq` is the decomposition into three squares: `simp only` multiplies out the products and `abel` collects the terms. `pairDensity_quadratic` evaluates the quadratic form x·Dx, using x·AᵀAx = |Ax|² for A equal to T, Tᵀ and T − Tᵀ.

In `pairDensity_posSemidef_and_kernel`, positivity comes from Mathlib's result that a matrix of the form AᵀA is positive semidefinite, applied three times and added. For the null vectors, `linarith` concludes from three nonnegative numbers with sum zero that the first two vanish, and `dotProduct_self_eq_zero` turns zero length into a zero vector. The converse uses the original definition of D.

`pairDensity_rotate` proves the transformation law. Its local facts `key` and `tr` are the rules for products and transposes, and `hW` uses `tr` to show that W transforms in the same way as T. `occupation_eq` computes a diagonal element of the density for a general matrix, then uses the rotation and `hD` to identify it with `occ i`.

`frobSq_rotate` is the trace argument, with `trace_mul_comm` moving Uᵀ around the trace. `truncation_error_eq` writes T − T′ as a rotated matrix of deleted amplitudes and applies that invariance.

The `calc` block in `truncation_error_le` follows the chain of inequalities above. Its first step splits the deleted amplitudes according to which index lies outside `s`, checking the four cases. `Finset.sum_comm` then exchanges the summation indices in the second part, so that both parts are grouped by a discarded `i`. Finally, `occupation_eq` and the nonnegativity of (tᵢⱼ − tⱼᵢ)² bring in the occupations.

In `truncation_exact_iff`, the helper `hz` says that a double sum of nonnegative terms vanishes only if every term does. One direction applies it to the deleted amplitudes and inserts the zeros into the formula for `occ i`. The other applies it to the squared elements of T − T′, whose sum the bound has forced to zero. The two-orbital example is checked element by element.
